# Finite recording time changes the polarizability at $iu$ by at most $e^{-uT}\sum_i f_i/(w_iu)$ for a finite sum of undamped modes

The dipole signal is modelled here as a finite sum of undamped sine waves with given frequencies and strengths, and not as the output of a time propagation. Excitation $i$ has frequency $w_i>0$ and, for the direction of the kick, oscillator strength $f_i\ge 0$. After a unit kick at time zero, the induced dipole at time $t$ is

$$D(t)=\sum_i \frac{f_i}{w_i}\sin(w_i t).$$

This is the linear response, in atomic units, of a system with finitely many discrete excitations that starts in its ground state. The dipole is measured along the kick and divided by the kick strength, with any permanent dipole subtracted. The polarizability at the imaginary frequency $iu$ is

$$\alpha(iu)=\sum_i\frac{f_i}{w_i^2+u^2}.$$

For $u>0$ and a signal recorded up to time $T$, the bound is

$$\left|\int_0^T e^{-ut}D(t)\,dt-\alpha(iu)\right|\le e^{-uT}\sum_i\frac{f_i}{w_iu}.$$

## Choosing the propagation time for C6

A real-time electronic-structure code can kick a molecule, record its dipole and integrate the record against $e^{-ut}$ to obtain $\alpha(iu)$. One record serves every $u$. Once $\alpha_A$ and $\alpha_B$ have been averaged over three perpendicular kick directions, the isotropic dispersion coefficient of molecules $A$ and $B$ follows from a Casimir-Polder quadrature with nodes $x_k$ and weights $g_k$:

$$C_6\approx\frac{3}{\pi}\sum_k g_k\,\alpha_A(ix_k)\,\alpha_B(ix_k).$$

Within the finite undamped model, the bound gives such a code a sufficient propagation time. A second form of it, derived below, replaces the sum by the static polarizability $\alpha(0)$. For $u>0$ and $0<\varepsilon<1$, any $T\ge\ln(1/\varepsilon)/u$ keeps the error at or below $\varepsilon\,\alpha(0)$. This sufficient time is longest for the smallest node.

## From one damped sine to the C6 error

At time zero $D(0)=0$. Since $D'(t)=\sum_i f_i\cos(w_it)$, the initial slope is $\sum_i f_i$. If that sum is known independently, the slope checks the normalisation of the kick.

For one mode of frequency $w$, take

$$F(t)=-\frac{e^{-ut}(u\sin wt+w\cos wt)}{w^2+u^2}.$$

The product rule gives

$$F'(t)=\frac{e^{-ut}\left[u(u\sin wt+w\cos wt)-(uw\cos wt-w^2\sin wt)\right]}{w^2+u^2}=e^{-ut}\sin wt.$$

With $F(0)=-w/(w^2+u^2)$, the integral is

$$\int_0^Te^{-ut}\sin wt\,dt=\frac{w-e^{-uT}(u\sin wT+w\cos wT)}{w^2+u^2}.$$

Multiplying by $f_i/w_i$ and summing over the modes turns the first term into $\alpha(iu)$:

$$\int_0^Te^{-ut}D(t)\,dt=\alpha(iu)-e^{-uT}\sum_i\frac{f_i}{w_i}\,\frac{u\sin w_iT+w_i\cos w_iT}{w_i^2+u^2}.$$

The numerator of the remainder is bounded by its amplitude. With $\theta=w_iT$,

$$w_i^2+u^2-(u\sin\theta+w_i\cos\theta)^2=(u\cos\theta-w_i\sin\theta)^2\ge0,$$

so $|u\sin\theta+w_i\cos\theta|\le\sqrt{w_i^2+u^2}$. The triangle inequality and $f_i\ge0$ then bound the error by

$$e^{-uT}\sum_i\frac{f_i}{w_i\sqrt{w_i^2+u^2}}.$$

Two simpler bounds follow:

- From $\sqrt{w_i^2+u^2}\ge u>0$ comes the bound stated at the start.
- From $\sqrt{w_i^2+u^2}\ge w_i$ comes $e^{-uT}\alpha(0)$. It holds for every real $u$, and for $u>0$ it tends to zero as $T\to\infty$, so the estimate converges to $\alpha(iu)$.

For C6, fix a node $x_k\ge0$ and a time $T\ge0$, and let $\eta=e^{-x_kT}\le1$. Write $a,b$ for the exact polarizabilities of the two molecules at the node, $\tilde a,\tilde b$ for the finite-time estimates, and $a_0,b_0$ for the static values. Then

$$\tilde a\tilde b-ab=(\tilde a-a)(\tilde b-b)+(\tilde a-a)b+a(\tilde b-b).$$

Since $0\le a\le a_0$ and $0\le b\le b_0$, the right side is at most $(\eta^2+2\eta)\,a_0b_0\le3\eta\,a_0b_0$ in absolute value. Summing with weights $g_k\ge0$ and the prefactor $3/\pi$ bounds the C6 error by

$$\frac{9}{\pi}\,\alpha_A(0)\,\alpha_B(0)\sum_kg_ke^{-x_kT}.$$

## The Lean file

```lean
import Mathlib

open Filter Topology

namespace KickedDipoleC6

noncomputable section

variable {ι κ μ : Type*} [Fintype ι] [Fintype κ] [Fintype μ]

/-- Dipole signal at time `t` after a unit kick, for oscillator strengths `f` and
excitation frequencies `w`. -/
def kickDipole (f w : ι → ℝ) (t : ℝ) : ℝ := ∑ i, f i / w i * Real.sin (w i * t)

/-- Dipole polarizability at the imaginary frequency `iu`. -/
def polarizability (f w : ι → ℝ) (u : ℝ) : ℝ := ∑ i, f i / (w i ^ 2 + u ^ 2)

/-- Estimate of the polarizability at `iu` from a dipole signal recorded up to time `T`. -/
def finiteTimePolarizability (f w : ι → ℝ) (u T : ℝ) : ℝ :=
  ∫ t in (0 : ℝ)..T, Real.exp (-(u * t)) * kickDipole f w t

/-- Casimir-Polder quadrature for C6 with weights `g`, from the polarizabilities `a` and `b`
of two molecules at the quadrature nodes. -/
def c6Quadrature (g a b : μ → ℝ) : ℝ := 3 / Real.pi * ∑ k, g k * (a k * b k)

/-- At time zero the dipole signal is zero and its derivative is the sum of the oscillator
strengths. -/
theorem kickDipole_initial {f w : ι → ℝ} (hw : ∀ i, 0 < w i) :
    kickDipole f w 0 = 0 ∧ HasDerivAt (kickDipole f w) (∑ i, f i) 0 := by
  refine ⟨by simp [kickDipole], ?_⟩
  unfold kickDipole
  refine HasDerivAt.fun_sum fun i _ => ?_
  have hl : HasDerivAt (fun s : ℝ => w i * s) (w i) 0 := by
    simpa using (hasDerivAt_id' (0 : ℝ)).const_mul (w i)
  refine (hl.sin.const_mul (f i / w i)).congr_deriv ?_
  rw [mul_zero, Real.cos_zero, one_mul, div_mul_cancel₀ _ (hw i).ne']

/-- The integral of `exp (-ut) sin (wt)` from `0` to `T`, in closed form. -/
theorem integral_damped_sin {w : ℝ} (hw : 0 < w) (u T : ℝ) :
    ∫ t in (0 : ℝ)..T, Real.exp (-(u * t)) * Real.sin (w * t) =
      (w - Real.exp (-(u * T)) * (u * Real.sin (w * T) + w * Real.cos (w * T)))
        / (w ^ 2 + u ^ 2) := by
  have hd : w ^ 2 + u ^ 2 ≠ 0 := by positivity
  -- an explicit antiderivative
  have hF : ∀ t : ℝ, HasDerivAt (fun t : ℝ =>
      -(Real.exp (-(u * t)) * (u * Real.sin (w * t) + w * Real.cos (w * t))) / (w ^ 2 + u ^ 2))
      (Real.exp (-(u * t)) * Real.sin (w * t)) t := by
    intro t
    have hl : ∀ a : ℝ, HasDerivAt (fun s : ℝ => a * s) a t := fun a => by
      simpa using (hasDerivAt_id' t).const_mul a
    have he := (hl u).fun_neg.exp
    have hs := (hl w).sin.const_mul u
    have hc := (hl w).cos.const_mul w
    refine ((he.fun_mul (hs.fun_add hc)).fun_neg.div_const (w ^ 2 + u ^ 2)).congr_deriv ?_
    rw [div_eq_iff hd]
    ring
  have hi : IntervalIntegrable (fun t : ℝ => Real.exp (-(u * t)) * Real.sin (w * t))
      MeasureTheory.volume 0 T := Continuous.intervalIntegrable (by fun_prop) _ _
  rw [intervalIntegral.integral_eq_sub_of_hasDerivAt (fun t _ => hF t) hi]
  simp only [mul_zero, neg_zero, Real.exp_zero, Real.sin_zero, Real.cos_zero]
  ring

/-- The finite-time estimate equals the polarizability minus an explicit remainder that
carries the factor `exp (-uT)`. -/
theorem finiteTimePolarizability_eq {f w : ι → ℝ} (hw : ∀ i, 0 < w i) (u T : ℝ) :
    finiteTimePolarizability f w u T = polarizability f w u - Real.exp (-(u * T)) *
      ∑ i, f i / w i *
        ((u * Real.sin (w i * T) + w i * Real.cos (w i * T)) / (w i ^ 2 + u ^ 2)) := by
  unfold finiteTimePolarizability kickDipole polarizability
  have h : ∀ t : ℝ, Real.exp (-(u * t)) * ∑ i, f i / w i * Real.sin (w i * t) =
      ∑ i, f i / w i * (Real.exp (-(u * t)) * Real.sin (w i * t)) := by
    intro t
    rw [Finset.mul_sum]
    exact Finset.sum_congr rfl fun i _ => by ring
  simp only [h]
  rw [intervalIntegral.integral_finsetSum]
  · rw [Finset.mul_sum, ← Finset.sum_sub_distrib]
    refine Finset.sum_congr rfl fun i _ => ?_
    rw [intervalIntegral.integral_const_mul, integral_damped_sin (hw i)]
    have hwi := (hw i).ne'
    have hd : w i ^ 2 + u ^ 2 ≠ 0 := by positivity
    field_simp
  · intro i _
    exact Continuous.intervalIntegrable (by fun_prop) _ _

/-- Truncation error bound for any real `u`, with the amplitude of each mode's remainder. -/
theorem truncation_error_amplitude {f w : ι → ℝ} (hf : ∀ i, 0 ≤ f i) (hw : ∀ i, 0 < w i)
    (u T : ℝ) :
    |finiteTimePolarizability f w u T - polarizability f w u| ≤
      Real.exp (-(u * T)) * ∑ i, f i / (w i * Real.sqrt (w i ^ 2 + u ^ 2)) := by
  rw [finiteTimePolarizability_eq hw, sub_sub_cancel_left, abs_neg, abs_mul,
    abs_of_pos (Real.exp_pos _)]
  refine mul_le_mul_of_nonneg_left ?_ (Real.exp_pos _).le
  refine (Finset.abs_sum_le_sum_abs _ _).trans (Finset.sum_le_sum fun i _ => ?_)
  have hwi := hw i
  have hd : 0 < w i ^ 2 + u ^ 2 := by positivity
  have hs := Real.sqrt_pos.2 hd
  have hfw : 0 ≤ f i / w i := div_nonneg (hf i) hwi.le
  -- a sine plus a cosine is bounded by the joint amplitude
  have hA : |u * Real.sin (w i * T) + w i * Real.cos (w i * T)| ≤
      Real.sqrt (w i ^ 2 + u ^ 2) := by
    apply Real.abs_le_sqrt
    have h : w i ^ 2 + u ^ 2 - (u * Real.sin (w i * T) + w i * Real.cos (w i * T)) ^ 2 =
        (u * Real.cos (w i * T) - w i * Real.sin (w i * T)) ^ 2 := by
      linear_combination (-(w i ^ 2 + u ^ 2)) * Real.sin_sq_add_cos_sq (w i * T)
    linarith [sq_nonneg (u * Real.cos (w i * T) - w i * Real.sin (w i * T))]
  rw [abs_mul, abs_of_nonneg hfw, abs_div, abs_of_pos hd]
  have hq : |u * Real.sin (w i * T) + w i * Real.cos (w i * T)| / (w i ^ 2 + u ^ 2) ≤
      1 / Real.sqrt (w i ^ 2 + u ^ 2) := by
    rw [div_le_div_iff₀ hd hs]
    linarith [Real.mul_self_sqrt hd.le, mul_le_mul_of_nonneg_right hA hs.le]
  refine (mul_le_mul_of_nonneg_left hq hfw).trans (le_of_eq ?_)
  rw [div_mul_div_comm, mul_one]

/-- Main theorem: a kicked-dipole signal recorded up to time `T` gives the polarizability at
`iu` with an error of at most `exp (-uT) ∑ f_i / (w_i u)`. -/
theorem truncation_error {f w : ι → ℝ} (hf : ∀ i, 0 ≤ f i) (hw : ∀ i, 0 < w i)
    {u : ℝ} (hu : 0 < u) (T : ℝ) :
    |(∫ t in (0 : ℝ)..T, Real.exp (-(u * t)) * kickDipole f w t) - polarizability f w u| ≤
      Real.exp (-(u * T)) * ∑ i, f i / (w i * u) := by
  refine (truncation_error_amplitude hf hw u T).trans
    (mul_le_mul_of_nonneg_left (Finset.sum_le_sum fun i _ => ?_) (Real.exp_pos _).le)
  have h : u ≤ Real.sqrt (w i ^ 2 + u ^ 2) :=
    (le_abs_self u).trans (Real.abs_le_sqrt (by linarith [sq_nonneg (w i)]))
  exact div_le_div_of_nonneg_left (hf i) (mul_pos (hw i) hu)
    (mul_le_mul_of_nonneg_left h (hw i).le)

/-- The truncation error is at most `exp (-uT)` times the static polarizability. -/
theorem truncation_error_static {f w : ι → ℝ} (hf : ∀ i, 0 ≤ f i) (hw : ∀ i, 0 < w i)
    (u T : ℝ) :
    |finiteTimePolarizability f w u T - polarizability f w u| ≤
      Real.exp (-(u * T)) * polarizability f w 0 := by
  refine (truncation_error_amplitude hf hw u T).trans
    (mul_le_mul_of_nonneg_left (Finset.sum_le_sum fun i _ => ?_) (Real.exp_pos _).le)
  have h : w i ≤ Real.sqrt (w i ^ 2 + u ^ 2) :=
    (le_abs_self _).trans (Real.abs_le_sqrt (by linarith [sq_nonneg u]))
  rw [show w i ^ 2 + (0 : ℝ) ^ 2 = w i * w i by ring]
  exact div_le_div_of_nonneg_left (hf i) (mul_pos (hw i) (hw i))
    (mul_le_mul_of_nonneg_left h (hw i).le)

/-- For `u > 0` the estimate converges to the polarizability at `iu` as the recording time
grows. -/
theorem finiteTimePolarizability_tendsto {f w : ι → ℝ} (hf : ∀ i, 0 ≤ f i)
    (hw : ∀ i, 0 < w i) {u : ℝ} (hu : 0 < u) :
    Tendsto (finiteTimePolarizability f w u) atTop (𝓝 (polarizability f w u)) := by
  rw [tendsto_iff_norm_sub_tendsto_zero]
  have he : Tendsto (fun T : ℝ => Real.exp (-(u * T))) atTop (𝓝 0) :=
    Real.tendsto_exp_neg_atTop_nhds_zero.comp (tendsto_id.const_mul_atTop hu)
  have h := he.mul_const (polarizability f w 0)
  rw [zero_mul] at h
  exact squeeze_zero (fun _ => norm_nonneg _) (fun T => truncation_error_static hf hw u T) h

/-- The polarizability at `iu` is nonnegative and at most the static polarizability. -/
theorem polarizability_bounds {f w : ι → ℝ} (hf : ∀ i, 0 ≤ f i) (hw : ∀ i, 0 < w i) (u : ℝ) :
    0 ≤ polarizability f w u ∧ polarizability f w u ≤ polarizability f w 0 := by
  refine ⟨Finset.sum_nonneg fun i _ => div_nonneg (hf i) (by positivity),
    Finset.sum_le_sum fun i _ => ?_⟩
  have hwi := hw i
  exact div_le_div_of_nonneg_left (hf i) (by positivity) (by linarith [sq_nonneg u])

/-- Error of a C6 quadrature caused by recording both dipole signals only up to time `T`, at most
`9/π` times the product of the two static polarizabilities times `∑ g_k exp (-x_k T)`. -/
theorem c6Quadrature_error {f w : ι → ℝ} {f' w' : κ → ℝ} (hf : ∀ i, 0 ≤ f i)
    (hw : ∀ i, 0 < w i) (hf' : ∀ i, 0 ≤ f' i) (hw' : ∀ i, 0 < w' i)
    {g x : μ → ℝ} (hg : ∀ k, 0 ≤ g k) (hx : ∀ k, 0 ≤ x k) {T : ℝ} (hT : 0 ≤ T) :
    |c6Quadrature g (fun k => finiteTimePolarizability f w (x k) T)
        (fun k => finiteTimePolarizability f' w' (x k) T) -
      c6Quadrature g (fun k => polarizability f w (x k))
        (fun k => polarizability f' w' (x k))| ≤
      9 / Real.pi * (polarizability f w 0 * polarizability f' w' 0) *
        ∑ k, g k * Real.exp (-(x k * T)) := by
  have hp := (polarizability_bounds hf hw 0).1
  have hq := (polarizability_bounds hf' hw' 0).1
  have hpi : 0 < 3 / Real.pi := div_pos (by norm_num) Real.pi_pos
  unfold c6Quadrature
  rw [← mul_sub, ← Finset.sum_sub_distrib, abs_mul, abs_of_pos hpi]
  have hsum : 9 / Real.pi * (polarizability f w 0 * polarizability f' w' 0) *
      ∑ k, g k * Real.exp (-(x k * T)) = 3 / Real.pi * ∑ k, g k *
        (3 * (polarizability f w 0 * polarizability f' w' 0) * Real.exp (-(x k * T))) := by
    rw [Finset.mul_sum, Finset.mul_sum]
    exact Finset.sum_congr rfl fun k _ => by ring
  rw [hsum]
  refine mul_le_mul_of_nonneg_left ?_ hpi.le
  refine (Finset.abs_sum_le_sum_abs _ _).trans (Finset.sum_le_sum fun k _ => ?_)
  rw [← mul_sub, abs_mul, abs_of_nonneg (hg k)]
  refine mul_le_mul_of_nonneg_left ?_ (hg k)
  -- split the error of the product into the errors of its factors
  have ha := truncation_error_static hf hw (x k) T
  have hb := truncation_error_static hf' hw' (x k) T
  obtain ⟨ha0, ha1⟩ := polarizability_bounds hf hw (x k)
  obtain ⟨hb0, hb1⟩ := polarizability_bounds hf' hw' (x k)
  have hE0 := (Real.exp_pos (-(x k * T))).le
  have hE1 : Real.exp (-(x k * T)) ≤ 1 :=
    Real.exp_le_one_iff.2 (neg_nonpos.2 (mul_nonneg (hx k) hT))
  have h1 := mul_le_mul ha hb (abs_nonneg _) (mul_nonneg hE0 hp)
  have h2 := mul_le_mul ha hb1 hb0 (mul_nonneg hE0 hp)
  have h3 := mul_le_mul ha1 hb (abs_nonneg _) hp
  have h4 := mul_nonneg (mul_nonneg (mul_nonneg hp hq) hE0) (sub_nonneg.2 hE1)
  rw [← abs_mul] at h1
  rw [← abs_of_nonneg hb0, ← abs_mul] at h2
  rw [← abs_of_nonneg ha0, ← abs_mul] at h3
  beta_reduce
  rw [abs_le] at h1 h2 h3 ⊢
  constructor <;> linarith [h1.1, h1.2, h2.1, h2.2, h3.1, h3.2]

end

end KickedDipoleC6
```

```lean
#print axioms KickedDipoleC6.kickDipole_initial
#print axioms KickedDipoleC6.truncation_error
#print axioms KickedDipoleC6.finiteTimePolarizability_tendsto
#print axioms KickedDipoleC6.c6Quadrature_error
```

```
'KickedDipoleC6.kickDipole_initial' depends on axioms: [propext, Classical.choice, Quot.sound]
'KickedDipoleC6.truncation_error' depends on axioms: [propext, Classical.choice, Quot.sound]
'KickedDipoleC6.finiteTimePolarizability_tendsto' depends on axioms: [propext, Classical.choice, Quot.sound]
'KickedDipoleC6.c6Quadrature_error' depends on axioms: [propext, Classical.choice, Quot.sound]
```

## How the Lean proof follows the derivation

`integral_damped_sin` supplies the antiderivative $F$ in `hF`. The lemma `intervalIntegral.integral_eq_sub_of_hasDerivAt` is the fundamental theorem of calculus, and it turns `hF` into the closed form. `finiteTimePolarizability_eq` exchanges the finite sum with the integral and inserts that closed form mode by mode.

In `truncation_error_amplitude`, the step `hA` is the amplitude bound. Its `linear_combination` line checks the square identity using $\sin^2\theta+\cos^2\theta=1$. The step `hq` divides by $w_i^2+u^2$, which leaves one inverse square root. `truncation_error` and `truncation_error_static` each add one lower bound on that root, and `finiteTimePolarizability_tendsto` squeezes the error between zero and the static bound.

`polarizability_bounds` proves $0\le\alpha(iu)\le\alpha(0)$. In `c6Quadrature_error`, `h1`, `h2` and `h3` bound the three terms of the product splitting, `h4` encodes $\eta^2\le\eta$, and `linarith` combines them.

## What the theorems cover, and which errors remain

The finite type `ι` labels the modes of one molecule, `κ` those of the second and `μ` the quadrature nodes. The functions `f` and `w` hold the strengths and frequencies, `kickDipole` is $D$, and `polarizability f w u` is $\alpha(iu)$, with the real number `u` as its argument. `finiteTimePolarizability` is the exact integral over the recorded interval. The main theorem, `truncation_error`, writes this integral out and reads: if all strengths are nonnegative, all frequencies positive and $u$ positive, the stated bound holds for every real $T$. Only the C6 theorem asks for $T\ge0$, together with nonnegative nodes and weights.

The strengths and frequencies are inputs. Their signs are assumed, and they stand for a ground state from which every excitation costs energy. An excited initial state can have downward transitions, which contribute negative strengths, and the bound can then fail. Take two modes with $w=(1,2)$ and $f=(-1,2)$, and set $u=1$ and $T=0$. The right side is $-1/1+2/2=0$, while the integral vanishes and $\alpha(i)=-1/2+2/5=-1/10$. The error is $1/10$ against a bound of zero.

The theorems control a single source of error, the end of the record at time $T$. A production calculation has others:

- The dipole is sampled at discrete steps, so the time integral is itself a numerical quadrature.
- The propagator shifts frequencies and amplitudes, and a kick of finite strength adds nonlinear response.
- Ionization gives a continuum of excitations, and absorbing boundaries damp the signal. Neither is a finite sum of undamped sines.
- `c6Quadrature_error` compares two quadratures on the same nodes. The distance from either one to the Casimir-Polder integral is a separate matter.
- One kick direction gives one diagonal component of the polarizability tensor, whereas the isotropic C6 uses the average over three perpendicular directions.
